# For a ≠ 0, the local energy of 1 + r/2 + ⟨a,x⟩(1 + cr) has a direction-independent limit at electron coalescence exactly when c = 1/4

## A finite local energy with two values at one point

The local energy of two electrons is undefined where they meet, so I have to choose what its value there means. I take the limit along a straight ray x = t n, where x is the vector between the electrons, n is a unit vector and t goes to 0 from above.

My trial function is (1 + r/2)(1 + ⟨a,x⟩), with r = |x| and a fixed nonzero vector a. The factor 1 + r/2 has the usual cusp for opposite spins, and the 1/r divergence does disappear. But I get different limits when I come in from opposite sides. If the cusp is right, where does the jump come from, and can a change in the r⟨a,x⟩ term remove it?

## The odd part of the function needs r/4, and the product gives it r/2

The cusp is right for the part of your function that is even in x. The odd part needs a different one. To see this, let the coefficient of r⟨a,x⟩ be a free real number c:

ψ(x) = 1 + r/2 + ⟨a,x⟩(1 + cr).

Multiplying out your product gives c = 1/2. In atomic units the relative motion has the Hamiltonian −Δ + 1/r, so the local energy is (−Δψ + ψ/r)/ψ.

For x ≠ 0 we have ∂ᵢr = xᵢ/r, and therefore

∂ᵢψ = xᵢ/(2r) + aᵢ(1 + cr) + c⟨a,x⟩xᵢ/r.

Since ∂ᵢ(xᵢ/r) = 1/r − xᵢ²/r³, a second derivative along the same axis gives

∂ᵢ²ψ = (1/2 + c⟨a,x⟩)(1/r − xᵢ²/r³) + 2c aᵢxᵢ/r.

Over the three axes the brackets 1/r − xᵢ²/r³ add up to 3/r − 1/r = 2/r, and the terms aᵢxᵢ add up to ⟨a,x⟩. Hence

Δψ = (1/2 + c⟨a,x⟩)(2/r) + 2c⟨a,x⟩/r = 1/r + 4c⟨a,x⟩/r.

The potential term is

ψ/r = 1/r + 1/2 + ⟨a,x⟩/r + c⟨a,x⟩.

The 1/r poles cancel in the difference:

−Δψ + ψ/r = 1/2 + (1 − 4c)⟨a,x⟩/r + c⟨a,x⟩.

The middle term is bounded but depends on the direction x/r. On the ray x = t n we have r = t and ⟨a,x⟩ = t⟨a,n⟩, so the last term vanishes as t → 0, while ψ → 1. The local energy therefore tends to

1/2 + (1 − 4c)⟨a,n⟩.

The directions n = a/|a| and n = −a/|a| give 1/2 + (1 − 4c)|a| and 1/2 − (1 − 4c)|a|. These agree only if c = 1/4, and for c = 1/4 the angular term is zero in every direction. The local energy is then (1/2 + ⟨a,x⟩/4)/ψ(x), which tends to 1/2 however x approaches 0.

For your product, 1 − 4c = −1, so the limits along a and against it are 1/2 − |a| and 1/2 + |a|. Leaving out the r⟨a,x⟩ term altogether (c = 0) gives a jump of the same size with the opposite sign.

In the limiting case a = 0, ψ = 1 + r/2 has local energy 1/(2 + r) away from the origin, which tends to 1/2 whatever c is. This is why a ≠ 0 is needed to conclude c = 1/4 from direction independence.

In the Lean file below, a point is a function `Fin 3 → ℝ`, `a ⬝ᵥ x` is ⟨a,x⟩, and `radius x` is the square root of `x ⬝ᵥ x`. The length is defined by hand because Mathlib's built-in norm on this type is the largest absolute coordinate, not the Euclidean length. `partialD` is the derivative along a coordinate line, `laplace` sums the three iterated ones, and `localEnergy` takes any real function ψ. The function with parameters a and c is `pairFn a c`.

The main statements read as follows.

- `localEnergy_along_ray`: for every a, c and unit vector n, the local energy at `t • n` tends to the value above. The filter `𝓝[>] 0` means that t approaches 0 through positive values, so the origin itself is never used.
- `direction_independent_iff`: for a ≠ 0, one number L is the limit along all rays if and only if c = 1/4.
- `localEnergy_quarter`: for c = 1/4 the limit is 1/2 as x → 0 through nonzero points in any manner. This is stronger than agreement along straight rays.
- `product_jump`: for a ≠ 0 there is a unit vector n such that your product has the limit 1/2 − |a| along n and 1/2 + |a| along −n.

The Hamiltonian and the form of ψ are put in by definition. The 1/r stands for the Coulomb repulsion, and the coefficient 1/2 of r is the s-wave cusp that cancels it. The function ψ is the spatial function for one spin-up and one spin-down electron. Exchanging their positions turns x into −x, so for a ≠ 0 it describes neither a pure singlet, which would be even in x, nor a pure triplet, which would be odd. The model has one pair, no external potential and no centre-of-mass motion, and ψ is a short-range form, not a normalisable state. The limit 1/2 is thus not an energy level: adding a term br² to ψ, with b a real constant, would shift it by −6b in every direction.

```lean
import Mathlib

open Filter Topology Matrix

namespace AngularCoalescence

noncomputable section

/-- The interelectronic distance `r`, the Euclidean length of `x` in three dimensions. -/
def radius (x : Fin 3 → ℝ) : ℝ := Real.sqrt (x ⬝ᵥ x)

/-- The partial derivative of `f` along the `i`-th Cartesian axis. -/
def partialD (i : Fin 3) (f : (Fin 3 → ℝ) → ℝ) (x : Fin 3 → ℝ) : ℝ :=
  deriv (fun t : ℝ => f (x + Pi.single i t)) 0

/-- The Laplacian, the sum of the three second partial derivatives. -/
def laplace (f : (Fin 3 → ℝ) → ℝ) (x : Fin 3 → ℝ) : ℝ :=
  ∑ i, partialD i (partialD i f) x

/-- The local energy `(-Δψ + ψ/r)/ψ` of the relative motion of two electrons,
meant for points with `x ≠ 0` and `ψ x ≠ 0`. -/
def localEnergy (ψ : (Fin 3 → ℝ) → ℝ) (x : Fin 3 → ℝ) : ℝ :=
  (-laplace ψ x + ψ x / radius x) / ψ x

/-- The pair function `1 + r/2 + ⟨a,x⟩(1 + c r)`. -/
def pairFn (a : Fin 3 → ℝ) (c : ℝ) (x : Fin 3 → ℝ) : ℝ :=
  1 + radius x / 2 + a ⬝ᵥ x * (1 + c * radius x)

/-- The squared distance is `x · x`. -/
theorem radius_sq (x : Fin 3 → ℝ) : radius x ^ 2 = x ⬝ᵥ x :=
  Real.sq_sqrt (Finset.sum_nonneg fun i _ => mul_self_nonneg (x i))

/-- Away from coalescence the distance is positive. -/
theorem radius_pos {x : Fin 3 → ℝ} (hx : x ≠ 0) : 0 < radius x := by
  have h0 : 0 ≤ x ⬝ᵥ x := Finset.sum_nonneg fun i _ => mul_self_nonneg (x i)
  have h1 : x ⬝ᵥ x ≠ 0 := fun h => hx (dotProduct_self_eq_zero.1 h)
  exact Real.sqrt_pos.2 (lt_of_le_of_ne h0 h1.symm)

/-- Away from coalescence, the derivative of `r` along the `i`-th axis is `x_i / r`. -/
theorem hasDerivAt_radius {x : Fin 3 → ℝ} (hx : x ≠ 0) (i : Fin 3) :
    HasDerivAt (fun t : ℝ => radius (x + Pi.single i t)) (x i / radius x) 0 := by
  have e : ∀ t : ℝ, (x + Pi.single i t) ⬝ᵥ (x + Pi.single i t)
      = x ⬝ᵥ x + 2 * x i * t + t ^ 2 := by
    intro t
    simp only [dotProduct_add, add_dotProduct, dotProduct_single, single_dotProduct,
      Pi.add_apply, Pi.single_eq_same]
    ring
  have h : HasDerivAt (fun t : ℝ => x ⬝ᵥ x + 2 * x i * t + t ^ 2) (2 * x i) 0 :=
    ((((hasDerivAt_id' (0 : ℝ)).const_mul (2 * x i)).const_add (x ⬝ᵥ x)).fun_add
      (hasDerivAt_pow 2 (0 : ℝ))).congr_deriv (by simp)
  have e0 : x ⬝ᵥ x + 2 * x i * 0 + 0 ^ 2 = x ⬝ᵥ x := by ring
  simp only [radius, e]
  refine (h.sqrt ?_).congr_deriv ?_
  · simp only [e0]
    exact fun h => hx (dotProduct_self_eq_zero.1 h)
  · simp only [e0]
    exact mul_div_mul_left _ _ two_ne_zero

/-- The second partial derivatives of the pair function away from coalescence. -/
theorem second_partial (a : Fin 3 → ℝ) (c : ℝ) {x : Fin 3 → ℝ} (hx : x ≠ 0) (i : Fin 3) :
    partialD i (partialD i (pairFn a c)) x
      = (1 / 2 + c * (a ⬝ᵥ x)) * (1 / radius x - x i ^ 2 / radius x ^ 3)
        + 2 * c * a i * x i / radius x := by
  have hdot : ∀ y : Fin 3 → ℝ,
      HasDerivAt (fun t : ℝ => a ⬝ᵥ (y + Pi.single i t)) (a i) 0 := by
    intro y
    simp only [dotProduct_add, dotProduct_single]
    exact (((hasDerivAt_id' (0 : ℝ)).const_mul (a i)).const_add (a ⬝ᵥ y)).congr_deriv
      (mul_one _)
  -- the first derivative, at every point other than the origin
  have first : ∀ y : Fin 3 → ℝ, y ≠ 0 → partialD i (pairFn a c) y
      = y i / radius y / 2
        + (a i * (1 + c * radius y) + a ⬝ᵥ y * (c * (y i / radius y))) := by
    intro y hy
    have hr := hasDerivAt_radius hy i
    have h := ((hr.div_const 2).const_add 1).fun_add
      ((hdot y).fun_mul ((hr.const_mul c).const_add 1))
    refine Eq.trans h.deriv ?_
    simp only [Pi.single_zero, add_zero]
  have hr := hasDerivAt_radius hx i
  have hne : radius (x + Pi.single i (0 : ℝ)) ≠ 0 := by
    simpa only [Pi.single_zero, add_zero] using (radius_pos hx).ne'
  -- that formula holds near `x`, so it may be differentiated once more
  have hev : (fun t : ℝ => partialD i (pairFn a c) (x + Pi.single i t)) =ᶠ[𝓝 0]
      fun t : ℝ => (x + Pi.single i t : Fin 3 → ℝ) i / radius (x + Pi.single i t) / 2
        + (a i * (1 + c * radius (x + Pi.single i t))
          + a ⬝ᵥ (x + Pi.single i t)
            * (c * ((x + Pi.single i t : Fin 3 → ℝ) i / radius (x + Pi.single i t)))) := by
    filter_upwards [hr.continuousAt.eventually_ne hne] with t ht
    refine first _ fun h => ht ?_
    rw [h]
    simp [radius]
  have hcoord : HasDerivAt (fun t : ℝ => (x + Pi.single i t : Fin 3 → ℝ) i) 1 0 := by
    simp only [Pi.add_apply, Pi.single_eq_same]
    exact (hasDerivAt_id' (0 : ℝ)).const_add (x i)
  have hq := hcoord.fun_div hr hne
  have h := (hq.div_const 2).fun_add ((((hr.const_mul c).const_add 1).const_mul (a i)).fun_add
    ((hdot x).fun_mul (hq.const_mul c)))
  refine Eq.trans (hev.deriv_eq.trans h.deriv) ?_
  simp only [Pi.single_zero, add_zero]
  have hρ : radius x / radius x ^ 2 = 1 / radius x := by
    have := (radius_pos hx).ne'
    field_simp
  linear_combination (1 / 2 + c * (a ⬝ᵥ x)) * hρ

/-- Away from coalescence, `Δψ = 1/r + 4c⟨a,x⟩/r` for the pair function. -/
theorem laplace_pairFn (a : Fin 3 → ℝ) (c : ℝ) {x : Fin 3 → ℝ} (hx : x ≠ 0) :
    laplace (pairFn a c) x = 1 / radius x + 4 * c * (a ⬝ᵥ x) / radius x := by
  have hD : a ⬝ᵥ x = a 0 * x 0 + a 1 * x 1 + a 2 * x 2 := by
    simp only [dotProduct, Fin.sum_univ_three]
  have hS : x 0 ^ 2 + x 1 ^ 2 + x 2 ^ 2 = radius x ^ 2 := by
    rw [radius_sq]
    simp only [dotProduct, Fin.sum_univ_three]
    ring
  have hq : 3 / radius x - (x 0 ^ 2 + x 1 ^ 2 + x 2 ^ 2) / radius x ^ 3 = 2 / radius x := by
    have h1 : radius x ^ 2 / radius x ^ 3 = 1 / radius x := by
      have := (radius_pos hx).ne'
      field_simp
    rw [hS, h1]
    ring
  unfold laplace
  rw [Fin.sum_univ_three, second_partial a c hx, second_partial a c hx, second_partial a c hx]
  linear_combination (1 / 2 + c * (a ⬝ᵥ x)) * hq - 2 * c / radius x * hD

/-- Away from coalescence the `1/r` poles cancel in `-Δψ + ψ/r` for the pair function, which leaves
`1/2 + (1 - 4c)⟨a,x⟩/r + c⟨a,x⟩`. -/
theorem pole_cancellation (a : Fin 3 → ℝ) (c : ℝ) {x : Fin 3 → ℝ} (hx : x ≠ 0) :
    -laplace (pairFn a c) x + pairFn a c x / radius x
      = 1 / 2 + (1 - 4 * c) * (a ⬝ᵥ x / radius x) + c * (a ⬝ᵥ x) := by
  have h1 : radius x / radius x = 1 := div_self (radius_pos hx).ne'
  rw [laplace_pairFn a c hx]
  unfold pairFn
  linear_combination (1 / 2 + c * (a ⬝ᵥ x)) * h1

/-- As the electrons coalesce along a unit vector `n`, the local energy of the pair function
tends to `1/2 + (1 - 4c)⟨a,n⟩`. -/
theorem localEnergy_along_ray (a : Fin 3 → ℝ) (c : ℝ) (n : Fin 3 → ℝ) (hn : n ⬝ᵥ n = 1) :
    Tendsto (fun t : ℝ => localEnergy (pairFn a c) (t • n)) (𝓝[>] 0)
      (𝓝 (1 / 2 + (1 - 4 * c) * (a ⬝ᵥ n))) := by
  have hN : Tendsto (fun t : ℝ => 1 / 2 + (1 - 4 * c) * (a ⬝ᵥ n) + c * (t * (a ⬝ᵥ n)))
      (𝓝 0) (𝓝 (1 / 2 + (1 - 4 * c) * (a ⬝ᵥ n))) :=
    Continuous.tendsto' (by fun_prop) _ _ (by simp)
  have hM : Tendsto (fun t : ℝ => 1 + t / 2 + t * (a ⬝ᵥ n) * (1 + c * t)) (𝓝 0) (𝓝 1) :=
    Continuous.tendsto' (by fun_prop) _ _ (by simp)
  have h := (hN.div hM one_ne_zero).mono_left (nhdsWithin_le_nhds (s := Set.Ioi 0))
  rw [div_one] at h
  refine h.congr' ?_
  filter_upwards [self_mem_nhdsWithin] with t ht
  have ht' : 0 < t := ht
  have hn0 : n ≠ 0 := by
    rintro rfl
    simp at hn
  have hr : radius (t • n) = t := by
    simp only [radius, smul_dotProduct, dotProduct_smul, smul_eq_mul, hn, mul_one]
    exact Real.sqrt_mul_self ht'.le
  have e : t * (a ⬝ᵥ n) / t = a ⬝ᵥ n := mul_div_cancel_left₀ _ ht'.ne'
  change (1 / 2 + (1 - 4 * c) * (a ⬝ᵥ n) + c * (t * (a ⬝ᵥ n)))
    / (1 + t / 2 + t * (a ⬝ᵥ n) * (1 + c * t)) = _
  unfold localEnergy
  rw [pole_cancellation a c (smul_ne_zero ht'.ne' hn0)]
  simp only [pairFn, hr, dotProduct_smul, smul_eq_mul, e]

/-- A nonzero vector `a` has a unit vector `n` along it, with `⟨a,n⟩ = |a|`. -/
theorem exists_axis {a : Fin 3 → ℝ} (ha : a ≠ 0) :
    ∃ n : Fin 3 → ℝ, n ⬝ᵥ n = 1 ∧ a ⬝ᵥ n = radius a := by
  have h := (radius_sq a).symm
  have h0 := (radius_pos ha).ne'
  refine ⟨(radius a)⁻¹ • a, ?_, ?_⟩
  · simp only [smul_dotProduct, dotProduct_smul, smul_eq_mul, h]
    field_simp
  · simp only [dotProduct_smul, smul_eq_mul, h]
    field_simp

/-- For `a ≠ 0`, the local energy of the pair function has the same limit at coalescence
along all directions if and only if `c = 1/4`. -/
theorem direction_independent_iff {a : Fin 3 → ℝ} (ha : a ≠ 0) (c : ℝ) :
    (∃ L : ℝ, ∀ n : Fin 3 → ℝ, n ⬝ᵥ n = 1 →
      Tendsto (fun t : ℝ => localEnergy (pairFn a c) (t • n)) (𝓝[>] 0) (𝓝 L))
      ↔ c = 1 / 4 := by
  constructor
  · rintro ⟨L, hL⟩
    obtain ⟨n, hn, han⟩ := exists_axis ha
    have hn' : (-n) ⬝ᵥ (-n) = 1 := by rw [neg_dotProduct, dotProduct_neg, neg_neg, hn]
    -- compare the limits from the two sides of the axis
    have h1 := tendsto_nhds_unique (localEnergy_along_ray a c n hn) (hL n hn)
    have h2 := tendsto_nhds_unique (localEnergy_along_ray a c (-n) hn') (hL (-n) hn')
    rw [han] at h1
    rw [dotProduct_neg, han] at h2
    have h3 : (1 - 4 * c) * radius a = 0 := by linear_combination (h1 - h2) / 2
    have h4 := (mul_eq_zero.1 h3).resolve_right (radius_pos ha).ne'
    linarith
  · rintro rfl
    refine ⟨1 / 2, fun n hn => ?_⟩
    have h := localEnergy_along_ray a (1 / 4) n hn
    have e : 1 / 2 + (1 - 4 * (1 / 4)) * (a ⬝ᵥ n) = 1 / 2 := by ring
    rwa [e] at h

/-- For `c = 1/4` the local energy tends to `1/2` as `x` tends to `0` in any manner
through nonzero points. -/
theorem localEnergy_quarter (a : Fin 3 → ℝ) :
    Tendsto (localEnergy (pairFn a (1 / 4))) (𝓝[≠] 0) (𝓝 (1 / 2)) := by
  have hN : Tendsto (fun x : Fin 3 → ℝ => 1 / 2 + 1 / 4 * (a ⬝ᵥ x)) (𝓝 0) (𝓝 (1 / 2)) := by
    refine Continuous.tendsto' ?_ _ _ (by simp)
    simp only [dotProduct, Fin.sum_univ_three]
    fun_prop
  have hM : Tendsto (pairFn a (1 / 4)) (𝓝 0) (𝓝 1) := by
    refine Continuous.tendsto' ?_ _ _ (by simp [pairFn, radius])
    unfold pairFn radius
    simp only [dotProduct, Fin.sum_univ_three]
    fun_prop
  have h := (hN.div hM one_ne_zero).mono_left (nhdsWithin_le_nhds (s := {0}ᶜ))
  rw [div_one] at h
  refine h.congr' ?_
  filter_upwards [self_mem_nhdsWithin] with x hx
  have hx' : x ≠ 0 := hx
  change (1 / 2 + 1 / 4 * (a ⬝ᵥ x)) / pairFn a (1 / 4) x = _
  unfold localEnergy
  rw [pole_cancellation a (1 / 4) hx']
  congr 1
  ring

/-- For `a ≠ 0`, the local energy of the product `(1 + r/2)(1 + ⟨a,x⟩)` jumps at coalescence:
along some unit vector `n` it tends to `1/2 - |a|`, and along `-n` to `1/2 + |a|`. -/
theorem product_jump {a : Fin 3 → ℝ} (ha : a ≠ 0) :
    ∃ n : Fin 3 → ℝ, n ⬝ᵥ n = 1 ∧
      Tendsto (fun t : ℝ => localEnergy (fun x => (1 + radius x / 2) * (1 + a ⬝ᵥ x)) (t • n))
        (𝓝[>] 0) (𝓝 (1 / 2 - radius a)) ∧
      Tendsto (fun t : ℝ => localEnergy (fun x => (1 + radius x / 2) * (1 + a ⬝ᵥ x)) (t • -n))
        (𝓝[>] 0) (𝓝 (1 / 2 + radius a)) := by
  -- the product is the pair function with `c = 1/2`
  have hψ : (fun x => (1 + radius x / 2) * (1 + a ⬝ᵥ x)) = pairFn a (1 / 2) := by
    funext x
    unfold pairFn
    ring
  obtain ⟨n, hn, han⟩ := exists_axis ha
  have hn' : (-n) ⬝ᵥ (-n) = 1 := by rw [neg_dotProduct, dotProduct_neg, neg_neg, hn]
  have h1 := localEnergy_along_ray a (1 / 2) n hn
  have h2 := localEnergy_along_ray a (1 / 2) (-n) hn'
  have e1 : 1 / 2 + (1 - 4 * (1 / 2)) * radius a = 1 / 2 - radius a := by ring
  have e2 : 1 / 2 + (1 - 4 * (1 / 2)) * -radius a = 1 / 2 + radius a := by ring
  rw [han, e1] at h1
  rw [dotProduct_neg, han, e2] at h2
  rw [hψ]
  exact ⟨n, hn, h1, h2⟩

end

end AngularCoalescence
```

```lean
#print axioms AngularCoalescence.direction_independent_iff
-- 'AngularCoalescence.direction_independent_iff' depends on axioms: [propext, Classical.choice, Quot.sound]
#print axioms AngularCoalescence.localEnergy_quarter
-- 'AngularCoalescence.localEnergy_quarter' depends on axioms: [propext, Classical.choice, Quot.sound]
#print axioms AngularCoalescence.product_jump
-- 'AngularCoalescence.product_jump' depends on axioms: [propext, Classical.choice, Quot.sound]
```

The proof follows the calculation above. `radius_sq` and `radius_pos` give r² = x·x and r > 0 away from the origin. `hasDerivAt_radius` expands the squared length along a coordinate line as x·x + 2xᵢt + t² and differentiates its square root, which gives xᵢ/r.

In `second_partial`, the step `first` is the formula for ∂ᵢψ at every nonzero point. To differentiate it again, one needs it in a neighbourhood and not just at x. The step `hev` supplies this: r is continuous along the line and nonzero at x, so it stays nonzero for small t. The quotient and product rules then give ∂ᵢ²ψ.

`laplace_pairFn` adds the three axes; its step `hq` is the identity 3/r − r²/r³ = 2/r. `pole_cancellation` inserts the result into −Δψ + ψ/r, and `linear_combination` checks the remaining algebra using r/r = 1.

For the ray limit, `hN` and `hM` are the limits of numerator and denominator, both by continuity. Their quotient equals the local energy for every t > 0, so it has the same limit. `localEnergy_quarter` repeats this argument with x in place of t.

`exists_axis` provides n = a/|a| with ⟨a,n⟩ = |a|. In `direction_independent_iff`, uniqueness of limits makes the values along n and −n both equal to L. Half their difference is (1 − 4c)|a| = 0, and |a| > 0 leaves c = 1/4. Finally, `product_jump` identifies your product with `pairFn a (1 / 2)` and applies the ray limit along n and −n.

So the jump can be removed by giving the odd part its p-wave cusp, ⟨a,x⟩(1 + r/4), while keeping 1 + r/2 for the even part. For quantum Monte Carlo, which averages local energies over sampled configurations, this one-pair model shows that a correlation factor with the correct s-wave cusp can remove the divergence and still leave a finite discontinuity.
